# The PBE exchange enhancement factor rises with the reduced gradient but stays bounded

Suppose that the local-density exchange energy is corrected by a negative term quadratic in the density gradient and nothing more. Add to a smooth density a ripple of fixed small relative amplitude, and shorten its wavelength. The local-density energy hardly changes, but the correction grows as the inverse square of the wavelength, and the exchange energy falls without limit. No fixed multiple of the local-density energy bounds it from below, although the true exchange energy obeys such a bound.

The exchange part of the PBE functional avoids this by multiplying the local exchange energy density by

$$F(s)=1+\kappa-\frac{\kappa}{1+\mu s^2/\kappa},\qquad \kappa,\mu>0,$$

where $s$ is the reduced gradient, a dimensionless measure of how fast the density varies. The constant $\kappa$ controls the behaviour at large $s$, and $\mu$ the response to weak gradients. PBE uses $\kappa=0.804$ and $\mu\approx0.2195$; the results below hold for any positive pair.

In Lean, `enhancement κ μ s` is $F(s)$, with all three arguments real. Negative $s$ is allowed, though a physical reduced gradient is never negative. The hypotheses `hκ` and `hμ` in each theorem say that the parameters are positive.

```lean
import Mathlib

open Filter Topology MeasureTheory

namespace PBEExchange

noncomputable section

/-- The PBE exchange enhancement factor as a function of the reduced gradient `s`,
for parameters `κ, μ > 0`. -/
def enhancement (κ μ s : ℝ) : ℝ := 1 + κ - κ / (1 + μ * s ^ 2 / κ)
```

## (a) A form with a single fraction

**Task.** Clear the nested fraction and show that

$$F(s)=1+\kappa-\frac{\kappa^2}{\kappa+\mu s^2}.$$

**Solution.** Put the inner denominator over $\kappa$:

$$1+\frac{\mu s^2}{\kappa}=\frac{\kappa+\mu s^2}{\kappa}.$$

Dividing $\kappa$ by this gives $\kappa^2/(\kappa+\mu s^2)$. All the dependence on $s$ now sits in one positive denominator.

In the proof, `h` is the displayed identity, and the last line substitutes it and inverts the fraction.

```lean
/-- The enhancement factor with `κ, μ > 0` is its ceiling `1 + κ` minus a Lorentzian in `s`. -/
theorem enhancement_eq {κ μ : ℝ} (hκ : 0 < κ) (hμ : 0 < μ) (s : ℝ) :
    enhancement κ μ s = 1 + κ - κ ^ 2 / (κ + μ * s ^ 2) := by
  have hD : κ + μ * s ^ 2 ≠ 0 := by positivity
  have h : 1 + μ * s ^ 2 / κ = (κ + μ * s ^ 2) / κ := by
    rw [add_div, div_self hκ.ne']
  rw [enhancement, h, div_div_eq_mul_div, ← pow_two]
```

## (b) The distance to the quadratic expansion

**Task.** Compare $F$ with the quadratic form that has the same coefficient $\mu$, and show that

$$1+\mu s^2-F(s)=\frac{(\mu s^2)^2}{\kappa+\mu s^2}.$$

**Solution.** Write $x=\mu s^2$. By (a), the left side is

$$x-\kappa+\frac{\kappa^2}{\kappa+x}=\frac{(x-\kappa)(x+\kappa)+\kappa^2}{\kappa+x}=\frac{x^2}{\kappa+x}.$$

The difference is of order $s^4$ for small $s$ and grows like $\mu s^2$ for large $s$.

The name `gradient_expansion_gap` refers to the expansion with PBE's own $\mu$. The second-order coefficient of exact exchange for a slowly varying density is $10/81$, a different number.

The proof establishes the last fraction as `h`: it multiplies out the denominator, which `hD` shows to be nonzero, and `ring` checks the polynomial identity.

```lean
/-- For `κ, μ > 0`, the quadratic form `1 + μ s²` exceeds the enhancement factor by exactly
`(μ s²)² / (κ + μ s²)`. -/
theorem gradient_expansion_gap {κ μ : ℝ} (hκ : 0 < κ) (hμ : 0 < μ) (s : ℝ) :
    1 + μ * s ^ 2 - enhancement κ μ s = (μ * s ^ 2) ^ 2 / (κ + μ * s ^ 2) := by
  have hD : κ + μ * s ^ 2 ≠ 0 := by positivity
  have h : (μ * s ^ 2) ^ 2 / (κ + μ * s ^ 2)
      = μ * s ^ 2 - κ + κ ^ 2 / (κ + μ * s ^ 2) := by
    rw [← sub_eq_iff_eq_add, ← sub_div, div_eq_iff hD]
    ring
  rw [enhancement_eq hκ hμ, h]
  ring
```

## (c) Gradients never weaken PBE exchange

**Task.** Show that, for every real $s$,

$$F(s)\ge 1.$$

**Solution.** By (a), the claim is $\kappa^2/(\kappa+\mu s^2)\le\kappa$. The denominator is positive, so this is equivalent to

$$\kappa^2\le\kappa(\kappa+\mu s^2)=\kappa^2+\kappa\mu s^2,$$

which holds because $\kappa\mu s^2\ge0$. Equality occurs at $s=0$, which holds everywhere in the uniform gas and at any point where the gradient of a positive density vanishes.

In Lean, `div_le_iff₀` multiplies out the denominator, and `hx` supplies the nonnegative term.

```lean
/-- For `κ, μ > 0` the enhancement factor is never below its uniform-gas value `1`. -/
theorem one_le_enhancement {κ μ : ℝ} (hκ : 0 < κ) (hμ : 0 < μ) (s : ℝ) :
    1 ≤ enhancement κ μ s := by
  have hD : 0 < κ + μ * s ^ 2 := by positivity
  have hx : 0 ≤ κ * (μ * s ^ 2) := by positivity
  have h : κ ^ 2 / (κ + μ * s ^ 2) ≤ κ := by
    rw [div_le_iff₀ hD]
    linarith [mul_add κ κ (μ * s ^ 2), pow_two κ]
  rw [enhancement_eq hκ hμ]
  linarith
```

## (d) Strong gradients

**Task.** Find the limit of the factor for large reduced gradient:

$$\lim_{s\to\infty}F(s)=1+\kappa.$$

**Solution.** Since $\mu>0$, the denominator $\kappa+\mu s^2$ grows without bound. Hence $\kappa^2/(\kappa+\mu s^2)\to0$, and (a) leaves $1+\kappa$.

In the statement, `atTop` means $s\to+\infty$, and `𝓝 (1 + κ)` denotes the neighbourhoods of the limit. The proof first shows that the denominator diverges (`hD`), then that the fraction vanishes, and finally transfers the limit to $F$ through (a).

```lean
/-- For `κ, μ > 0` the enhancement factor tends to `1 + κ` at large reduced gradient. -/
theorem tendsto_enhancement {κ μ : ℝ} (hκ : 0 < κ) (hμ : 0 < μ) :
    Tendsto (enhancement κ μ) atTop (𝓝 (1 + κ)) := by
  have hD : Tendsto (fun s : ℝ => κ + μ * s ^ 2) atTop atTop :=
    tendsto_atTop_add_const_left _ κ
      ((tendsto_pow_atTop (two_ne_zero)).const_mul_atTop hμ)
  have h := (hD.const_div_atTop (κ ^ 2)).const_sub (1 + κ)
  rw [sub_zero] at h
  exact h.congr fun s => (enhancement_eq hκ hμ s).symm
```

## (e) Strict growth below two upper bounds

**Task.** Show that $F$ is strictly increasing on $s\ge0$ and that every real $s$ satisfies

$$F(s)<1+\kappa,\qquad F(s)\le1+\mu s^2.$$

Collect these facts with the limit from (d).

**Solution.** Let $0\le s<t$. Then $s^2<t^2$, so $\kappa+\mu s^2<\kappa+\mu t^2$. Both denominators are positive, and therefore

$$\frac{\kappa^2}{\kappa+\mu t^2}<\frac{\kappa^2}{\kappa+\mu s^2}.$$

Subtracting each side from $1+\kappa$ gives $F(s)<F(t)$.

The first bound holds because the subtracted fraction in (a) is strictly positive. The second holds because the difference in (b) is nonnegative.

The theorem is a conjunction of four statements. `StrictMonoOn` on `Set.Ici 0` is strict growth on $[0,\infty)$; on the whole line it would fail, since $F$ is even. The three blocks of the proof are the three arguments above. In the first, `hsq` compares the squares and `hden` the denominators.

```lean
/-- For `κ, μ > 0` the PBE enhancement factor is strictly increasing on `s ≥ 0`, stays below
`1 + κ` and at or below `1 + μ s²`, and tends to `1 + κ` as `s` goes to infinity. -/
theorem pbe_enhancement {κ μ : ℝ} (hκ : 0 < κ) (hμ : 0 < μ) :
    StrictMonoOn (enhancement κ μ) (Set.Ici 0) ∧
    (∀ s, enhancement κ μ s < 1 + κ) ∧
    (∀ s, enhancement κ μ s ≤ 1 + μ * s ^ 2) ∧
    Tendsto (enhancement κ μ) atTop (𝓝 (1 + κ)) := by
  refine ⟨?_, fun s => ?_, fun s => ?_, tendsto_enhancement hκ hμ⟩
  · -- the Lorentzian decreases because its denominator grows
    intro s hs t _ hst
    have hs0 : 0 ≤ s := hs
    have hsq : s ^ 2 < t ^ 2 := by nlinarith
    have hden : κ + μ * s ^ 2 < κ + μ * t ^ 2 := by
      linarith [mul_lt_mul_of_pos_left hsq hμ]
    have h := div_lt_div_of_pos_left (pow_pos hκ 2)
      (show 0 < κ + μ * s ^ 2 by positivity) hden
    rw [enhancement_eq hκ hμ, enhancement_eq hκ hμ]
    linarith
  · have h : 0 < κ ^ 2 / (κ + μ * s ^ 2) := by positivity
    rw [enhancement_eq hκ hμ]
    linarith
  · have h : 0 ≤ (μ * s ^ 2) ^ 2 / (κ + μ * s ^ 2) := by positivity
    linarith [gradient_expansion_gap hκ hμ s]
```

## (f) Fixing $\kappa$ from a local bound

**Task.** Determine which constants $C$ bound the factor for all physical reduced gradients:

$$\bigl(F(s)\le C\ \text{for all }s\ge0\bigr)\iff 1+\kappa\le C.$$

**Solution.** If $F(s)\le C$ for all $s\ge0$, let $s\to\infty$. A limit preserves a non-strict inequality, so (d) gives $1+\kappa\le C$. Conversely, if $1+\kappa\le C$, then (e) gives $F(s)<1+\kappa\le C$.

PBE takes $C$ from the Lieb–Oxford bound, a lower bound on the exchange-correlation energy of any electronic state. Imposed at every point of a fully spin-polarised density, whose exchange energy follows from $F$ by the spin formula at the end of this text, that bound becomes $F\le1.804$, and the largest $\kappa$ it permits is $0.804$. Spin-unpolarised densities alone would give the weaker condition $F\le2.27$, approximately. The theorem takes $C$ as given and does not derive the Lieb–Oxford bound.

The Lean proof treats the two directions in the same order, using `le_of_tendsto` for the passage to the limit.

```lean
/-- For `κ, μ > 0`, a constant `C` bounds the enhancement factor at all `s ≥ 0` exactly when
`1 + κ ≤ C`. -/
theorem enhancement_bound_iff {κ μ : ℝ} (hκ : 0 < κ) (hμ : 0 < μ) (C : ℝ) :
    (∀ s, 0 ≤ s → enhancement κ μ s ≤ C) ↔ 1 + κ ≤ C := by
  constructor
  · intro h
    exact le_of_tendsto (tendsto_enhancement hκ hμ) ((eventually_ge_atTop 0).mono h)
  · intro h s _
    exact ((pbe_enhancement hκ hμ).2.1 s).le.trans h
```

## (g) The meaning of $\mu$

**Task.** Extract the quadratic coefficient of $F$ at weak gradient:

$$\lim_{s\to0,\;s\ne0}\frac{F(s)-1}{s^2}=\mu.$$

**Solution.** From (a),

$$F(s)-1=\kappa-\frac{\kappa^2}{\kappa+\mu s^2}=\frac{\kappa\mu s^2}{\kappa+\mu s^2}.$$

For $s\ne0$, division by $s^2$ leaves $\kappa\mu/(\kappa+\mu s^2)$. This function is continuous at zero, with value $\kappa\mu/\kappa=\mu$.

The filter `𝓝[≠] 0` means that $s$ approaches zero without being zero. The proof obtains continuity in `hc`, the value at zero in `hv` and the limit in `ht`. The remaining lines show that the two expressions agree wherever $s\ne0$.

```lean
/-- For `κ, μ > 0`, the ratio `(F(s) - 1) / s²` tends to `μ` as the reduced gradient `s ≠ 0`
tends to zero. -/
theorem small_gradient_coefficient {κ μ : ℝ} (hκ : 0 < κ) (hμ : 0 < μ) :
    Tendsto (fun s => (enhancement κ μ s - 1) / s ^ 2) (𝓝[≠] 0) (𝓝 μ) := by
  have hc : ContinuousAt (fun s : ℝ => κ * μ / (κ + μ * s ^ 2)) 0 :=
    ContinuousAt.div (by fun_prop) (by fun_prop) (by simpa using hκ.ne')
  have hv : κ * μ / (κ + μ * (0 : ℝ) ^ 2) = μ := by
    rw [div_eq_iff (by positivity)]
    ring
  have ht : Tendsto (fun s : ℝ => κ * μ / (κ + μ * s ^ 2)) (𝓝[≠] 0) (𝓝 μ) := by
    have h := hc.tendsto
    rw [hv] at h
    exact h.mono_left nhdsWithin_le_nhds
  refine ht.congr' ?_
  filter_upwards [self_mem_nhdsWithin] with s hs
  have hs0 : s ≠ 0 := hs
  have hD : κ + μ * s ^ 2 ≠ 0 := by positivity
  rw [enhancement_eq hκ hμ, eq_div_iff (pow_ne_zero 2 hs0), div_mul_eq_mul_div,
    div_eq_iff hD, sub_mul, sub_mul, div_mul_cancel₀ _ hD]
  ring
```

## From the factor to the energy

The density $n$ is a real function on three-dimensional space.

```lean
/-- Three-dimensional physical space. -/
abbrev Space := EuclideanSpace ℝ (Fin 3)
```

Its reduced gradient compares the length scale of the density variation with the local Fermi wavelength:

$$s(r)=\frac{|\nabla n(r)|}{2k_F(r)\,n(r)},\qquad k_F(r)=(3\pi^2n(r))^{1/3}.$$

In Lean, `fderiv ℝ n r` is the derivative of $n$ at $r$ as a linear map, and its norm equals the Euclidean length of the gradient. Where $n=0$, Lean's division by zero returns zero; this does no harm, because the energy integrand carries the factor $n^{4/3}$, which vanishes there.

```lean
/-- The reduced gradient `|∇n| / (2 k_F n)` with `k_F = (3π² n)^(1/3)`, at points where the
density `n` is positive. -/
def reducedGradient (n : Space → ℝ) (r : Space) : ℝ :=
  ‖fderiv ℝ n r‖ / (2 * (3 * Real.pi ^ 2 * n r) ^ (1 / 3 : ℝ) * n r)
```

The prefactor, in atomic units, is that of the uniform electron gas:

$$A=\frac34\left(\frac3\pi\right)^{1/3}.$$

```lean
/-- The uniform-gas exchange constant `(3/4) (3/π)^(1/3)` in atomic units. -/
def exchangeConst : ℝ := 3 / 4 * (3 / Real.pi) ^ (1 / 3 : ℝ)
```

With it, the local-density exchange energy of a spin-unpolarised density is

$$E_{\rm LDA}[n]=-A\int n^{4/3}\,dr.$$

```lean
/-- The local-density exchange energy of a spin-unpolarised density. -/
def ldaExchange (n : Space → ℝ) : ℝ :=
  -(exchangeConst * ∫ r, n r ^ (4 / 3 : ℝ))
```

The PBE exchange energy weights the same integrand by $F$:

$$E_{\rm PBE}[n]=-A\int n^{4/3}F(s(r))\,dr.$$

The subscript PBE refers to exchange alone; the correlation energy of the functional is a separate expression.

```lean
/-- The PBE exchange energy of a spin-unpolarised density, for `κ, μ > 0`. -/
def pbeExchange (κ μ : ℝ) (n : Space → ℝ) : ℝ :=
  -(exchangeConst * ∫ r, n r ^ (4 / 3 : ℝ) * enhancement κ μ (reducedGradient n r))
```

## (h) Bounds on the exchange energy

**Task.** Let $n$ be nonnegative and differentiable, with $n^{4/3}$ integrable. Show that

$$(1+\kappa)E_{\rm LDA}[n]\le E_{\rm PBE}[n]\le E_{\rm LDA}[n].$$

**Solution.** Parts (c) and (e) give $1\le F(s(r))\le1+\kappa$ at every point. Multiplication by $n^{4/3}\ge0$ yields

$$n^{4/3}\le n^{4/3}F(s(r))\le(1+\kappa)n^{4/3}.$$

The right-hand function is integrable, so the middle one, being measurable and nonnegative, is integrable too. Integrate the chain:

$$\int n^{4/3}\,dr\le\int n^{4/3}F(s(r))\,dr\le(1+\kappa)\int n^{4/3}\,dr.$$

Multiplying by $-A$ reverses both inequalities and gives the claim. The energies are not positive, which is why the larger factor $1+\kappa$ appears in the lower bound.

In the theorem, `hn`, `hd` and `hi` are the three assumptions on the density. Within the proof, `hlow` and `hup` are the pointwise inequalities, and `hp` is the integrability of the PBE integrand by domination. The facts `hm`, `hs` and `hF` supply the measurability it needs. The two uses of `integral_mono` integrate the chain, and the final steps insert the prefactor and the sign.

For spin-unpolarised densities that meet these assumptions, the bounds exclude the collapse under short-wavelength ripples described at the start. They compare two approximate functionals and do not locate the exact exchange energy. A density built from a finite set of Gaussian orbitals satisfies all three assumptions. The exact density of a molecule with point nuclei has cusps at the nuclei, where it is not differentiable, so the theorem as stated does not cover it. The proof uses differentiability only to show that $n$ is measurable, however, and continuity would serve as well: Lean sets the derivative to zero at a cusp, and the value at isolated points does not affect the integral.

```lean
/-- For `κ, μ > 0` and a nonnegative differentiable density with `n^(4/3)` integrable, the PBE
exchange energy lies between `1 + κ` times the local-density value and that value itself. -/
theorem pbeExchange_bounds {κ μ : ℝ} (hκ : 0 < κ) (hμ : 0 < μ) {n : Space → ℝ}
    (hn : ∀ r, 0 ≤ n r) (hd : Differentiable ℝ n)
    (hi : Integrable (fun r => n r ^ (4 / 3 : ℝ))) :
    (1 + κ) * ldaExchange n ≤ pbeExchange κ μ n ∧ pbeExchange κ μ n ≤ ldaExchange n := by
  have hm : Measurable n := hd.continuous.measurable
  have hs : Measurable (fun r => reducedGradient n r) := by
    unfold reducedGradient
    exact (measurable_fderiv ℝ n).norm.div
      ((((hm.const_mul _).pow_const _).const_mul _).mul hm)
  have hF : Measurable (fun s => enhancement κ μ s) := by
    unfold enhancement
    fun_prop
  have hw : ∀ r, 0 ≤ n r ^ (4 / 3 : ℝ) := fun r => Real.rpow_nonneg (hn r) _
  have hlow : ∀ r, n r ^ (4 / 3 : ℝ)
      ≤ n r ^ (4 / 3 : ℝ) * enhancement κ μ (reducedGradient n r) := fun r =>
    le_mul_of_one_le_right (hw r) (one_le_enhancement hκ hμ _)
  have hup : ∀ r, n r ^ (4 / 3 : ℝ) * enhancement κ μ (reducedGradient n r)
      ≤ (1 + κ) * n r ^ (4 / 3 : ℝ) := fun r => by
    rw [mul_comm (1 + κ)]
    exact mul_le_mul_of_nonneg_left ((pbe_enhancement hκ hμ).2.1 _).le (hw r)
  -- the PBE integrand is dominated by a multiple of the local-density one
  have hp : Integrable
      (fun r => n r ^ (4 / 3 : ℝ) * enhancement κ μ (reducedGradient n r)) := by
    refine (hi.const_mul (1 + κ)).mono'
      ((hm.pow_const _).mul (hF.comp hs)).aestronglyMeasurable (ae_of_all _ fun r => ?_)
    rw [Real.norm_of_nonneg ((hw r).trans (hlow r))]
    exact hup r
  have h1 := integral_mono hi hp hlow
  have h2 := integral_mono hp (hi.const_mul (1 + κ)) hup
  rw [integral_const_mul] at h2
  have hc : 0 ≤ exchangeConst := by
    unfold exchangeConst
    positivity
  have h3 := mul_le_mul_of_nonneg_left h1 hc
  have h4 := mul_le_mul_of_nonneg_left h2 hc
  unfold ldaExchange pbeExchange
  constructor
  · linarith
  · linarith

end

end PBEExchange
```

```lean
#print axioms PBEExchange.enhancement_bound_iff
-- 'PBEExchange.enhancement_bound_iff' depends on axioms: [propext, Classical.choice, Quot.sound]
#print axioms PBEExchange.small_gradient_coefficient
-- 'PBEExchange.small_gradient_coefficient' depends on axioms: [propext, Classical.choice, Quot.sound]
#print axioms PBEExchange.pbeExchange_bounds
-- 'PBEExchange.pbeExchange_bounds' depends on axioms: [propext, Classical.choice, Quot.sound]
```

## The factor on an integration grid

A Kohn–Sham program that uses Gaussian orbitals typically evaluates $E_{\rm PBE}$ as a sum over grid points. In outline, for a spin-unpolarised system, at each point it builds $n$ and $\nabla n$ from the occupied orbitals, forms $s$, evaluates $F(s)$, and adds $-A\,n^{4/3}F(s)$ times the quadrature weight.

With the PBE parameters, a point with $s=1$ has $F\approx1.172$, while the quadratic form gives $1.220$. At $s=3$, a value reached in the outer region of an atom, the numbers are $1.571$ and $2.976$. The quadratic form has by then passed the ceiling of $1.804$, and $F$ is still below it.

For a spin-polarised system, the program applies the same formula to each doubled spin density and averages the results:

$$E_{\rm PBE}[n_\uparrow,n_\downarrow]=\tfrac12\bigl(E_{\rm PBE}[2n_\uparrow]+E_{\rm PBE}[2n_\downarrow]\bigr),$$

where $n_\uparrow$ and $n_\downarrow$ are the densities of the two spin channels.
